# For enough separated pairs of equally overlapping same-spin orbitals, truncating at single exchanges makes the squared norm nonpositive

A squared norm that has been cut off after single exchanges can come out zero or negative. An expectation value divided by it is then undefined or has a denominator of the wrong sign. A small overlap between neighbouring orbitals gives no protection, because the number of possible exchanges grows with the system. The problems below establish this for separated pairs of orbitals, with the same nonzero overlap inside every pair and none between pairs.

The squared norm is the denominator of expectation values in localized-orbital treatments of ferromagnetic states. Here the state is a single same-spin determinant in a finite basis. No Hamiltonian enters, so nothing follows directly about energies or exchange constants.

## Orbitals, determinants and exchange terms

Let $P$ be a finite set of $n$ orbital labels and $X$ a finite orthonormal one-particle basis. Orbital $p$ has complex amplitudes $\varphi_p(x)$. All electrons have the same spin, so the common spin factor is omitted.

```lean
import Mathlib

open Matrix
open scoped ComplexConjugate

namespace NonorthogonalExchange

noncomputable section

variable {P X : Type*} [Fintype P] [DecidableEq P] [Fintype X]
```

A configuration $x$ assigns a basis state $x_q$ to each electron $q$; electrons are labelled by the same set $P$. The unnormalized determinant is $D(x)=\det[\varphi_p(x_q)]$, called `slater`.

```lean
/-- The determinant of same-spin orbitals `φ p`, given by their amplitudes on a finite
orthonormal one-particle basis `X`, at the electron configuration `x`. -/
def slater (φ : P → X → ℂ) (x : P → X) : ℂ := (Matrix.of fun p q => φ p (x q)).det
```

The usual Slater determinant is $\Psi=D/\sqrt{n!}$. Its squared norm, summed over all configurations, is `slaterNormSq`:
$$\|\Psi\|^2=\frac1{n!}\sum_x|D(x)|^2 .$$

```lean
/-- The squared norm of the Slater determinant with its usual prefactor `1/√(n!)`. -/
def slaterNormSq (φ : P → X → ℂ) : ℝ :=
  (∑ x : P → X, ‖slater φ x‖ ^ 2) / ((Fintype.card P).factorial : ℝ)
```

The overlap matrix is computed from the orbitals, with the conjugate on the first index: $S_{pq}=\sum_x\overline{\varphi_p(x)}\,\varphi_q(x)$.

```lean
/-- The matrix of overlaps between the orbitals. -/
def overlap (φ : P → X → ℂ) : Matrix P P ℂ :=
  Matrix.of fun p q => ∑ x, conj (φ p x) * φ q x
```

A permutation $\sigma$ of the orbitals contributes $E_\sigma(S)=\operatorname{sgn}(\sigma)\prod_p S_{\sigma(p)\,p}$.

```lean
/-- The contribution of one permutation: its sign times a product of overlaps. -/
def exchangeTerm (S : Matrix P P ℂ) (σ : Equiv.Perm P) : ℂ :=
  ((Equiv.Perm.sign σ : ℤ) : ℂ) * ∏ p, S (σ p) p
```

The first-order truncation $F(S)$ keeps the identity and all transpositions of the $n$ orbitals, including those between different pairs. The sum in `firstOrder` runs over a set of permutations, so each transposition counts once.

```lean
/-- The exchange expansion cut after the identity and all single transpositions. -/
def firstOrder (S : Matrix P P ℂ) : ℂ :=
  exchangeTerm S 1 +
    ∑ σ ∈ Finset.univ.offDiag.image (fun p : P × P => Equiv.swap p.1 p.2), exchangeTerm S σ
```

For $N$ pairs, the label $(a,i)$ denotes orbital $a\in\{0,1\}$ of pair $i$. The matrix `pairOverlap N s` has one block
$$\begin{pmatrix}1&s\\ \bar s&1\end{pmatrix}$$
for each pair and zeros between pairs. The unit diagonal expresses normalization, and the zeros idealize pairs so far apart that their mutual overlap is neglected.

```lean
/-- The overlap matrix of `N` mutually orthogonal pairs of normalized orbitals with overlap `s`
inside each pair; `(a, i)` labels orbital `a` of pair `i`. -/
def pairOverlap (N : ℕ) (s : ℂ) : Matrix (Fin 2 × Fin N) (Fin 2 × Fin N) ℂ :=
  blockDiagonal fun _ => !![1, s; conj s, 1]
```

The transposition of the two orbitals in pair $i$ also gets a name.

```lean
/-- The exchange of the two orbitals of pair `i`. -/
def pairSwap {N : ℕ} (i : Fin N) : Equiv.Perm (Fin 2 × Fin N) := Equiv.swap (0, i) (1, i)
```

## (a) Projecting the determinant on a permuted product

Show that, for every permutation $\sigma$,
$$\sum_x\Big(\prod_q\overline{\varphi_{\sigma(q)}(x_q)}\Big)D(x)=\operatorname{sgn}(\sigma)\det S .$$

Write $D(x)=\sum_\tau\operatorname{sgn}(\tau)\prod_q\varphi_{\tau(q)}(x_q)$. For fixed $\tau$, the sum over configurations factorizes into one sum per electron, which leaves
$$\sum_\tau\operatorname{sgn}(\tau)\prod_q S_{\sigma(q)\,\tau(q)} .$$
This is the determinant of $S$ with its rows permuted by $\sigma$, hence $\operatorname{sgn}(\sigma)\det S$.

In `product_projection`, the auxiliary fact `h` is the row permutation and `e` is the factorization. The orbitals are arbitrary; neither normalization nor linear independence is assumed.

```lean
/-- Projecting the determinant on a permuted orbital product gives the determinant of the
overlap matrix times the sign of the permutation. -/
theorem product_projection (φ : P → X → ℂ) (σ : Equiv.Perm P) :
    ∑ x : P → X, (∏ q, conj (φ (σ q) (x q))) * slater φ x
      = ((Equiv.Perm.sign σ : ℤ) : ℂ) * (overlap φ).det := by
  have h : ((Equiv.Perm.sign σ : ℤ) : ℂ) * (overlap φ).det
      = ∑ τ : Equiv.Perm P, ((Equiv.Perm.sign τ : ℤ) : ℂ) * ∏ q, overlap φ (σ q) (τ q) := by
    rw [← Matrix.det_permute σ, ← Matrix.det_transpose, Matrix.det_apply']
    rfl
  rw [h]
  simp_rw [slater, Matrix.det_apply', Finset.mul_sum]
  rw [Finset.sum_comm]
  refine Finset.sum_congr rfl fun τ _ => ?_
  -- a product of one-particle sums is a sum over configurations
  have e : ∏ q, overlap φ (σ q) (τ q)
      = ∑ x : P → X, ∏ q, (conj (φ (σ q) (x q)) * φ (τ q) (x q)) := by
    simp only [overlap, Matrix.of_apply]
    rw [Finset.prod_univ_sum, Fintype.piFinset_univ]
  rw [e, Finset.mul_sum]
  refine Finset.sum_congr rfl fun x _ => ?_
  rw [Finset.prod_mul_distrib]
  simp only [Matrix.of_apply]
  ring
```

## (b) The squared norm from the overlap matrix

Show that
$$\|\Psi\|^2=\det S .$$

Expand only the conjugated determinant in $|D(x)|^2=\overline{D(x)}\,D(x)$ and apply (a) to each term:
$$\|\Psi\|^2=\frac1{n!}\sum_\sigma\operatorname{sgn}(\sigma)\,\operatorname{sgn}(\sigma)\det S=\frac{n!}{n!}\det S .$$

The Lean statement compares complex numbers, so the real squared norm is regarded as complex on the left. The fact `hc` expands the conjugate. The proof then writes $n!\det S$ as a sum of equal terms over permutations and matches it term by term with `product_projection`.

```lean
/-- The squared norm of a Slater determinant is the determinant of the overlap matrix. -/
theorem slaterNormSq_eq_det (φ : P → X → ℂ) : (slaterNormSq φ : ℂ) = (overlap φ).det := by
  have hn : (((Fintype.card P).factorial : ℕ) : ℂ) ≠ 0 :=
    Nat.cast_ne_zero.mpr (Nat.factorial_ne_zero _)
  have hc : ∀ x, conj (slater φ x)
      = ∑ σ : Equiv.Perm P, ((Equiv.Perm.sign σ : ℤ) : ℂ) * ∏ q, conj (φ (σ q) (x q)) := by
    intro x
    rw [slater, Matrix.det_apply', map_sum]
    refine Finset.sum_congr rfl fun σ _ => ?_
    rw [map_mul, map_prod, map_intCast]
    rfl
  rw [slaterNormSq, Complex.ofReal_div, Complex.ofReal_sum, Complex.ofReal_natCast,
    div_eq_iff hn]
  simp_rw [Complex.ofReal_pow, ← Complex.conj_mul', hc, Finset.sum_mul, mul_assoc]
  -- every permutation contributes equally, which cancels the factorial
  rw [Finset.sum_comm, mul_comm (overlap φ).det, ← nsmul_eq_mul, ← Fintype.card_perm,
    ← Finset.card_univ, ← Finset.sum_const]
  refine Finset.sum_congr rfl fun σ _ => ?_
  rw [← Finset.mul_sum, product_projection, ← mul_assoc, ← Int.cast_mul,
    Int.units_coe_mul_self, Int.cast_one, one_mul]
```

## (c) The full exchange expansion

Show that the squared norm is the sum of all exchange contributions:
$$\|\Psi\|^2=\sum_\sigma E_\sigma(S).$$

By (b) the left side is $\det S$, and the permutation formula for the determinant is exactly the right side. The Lean proof chains these two equalities. Thus `firstOrder` is a partial sum of the exact squared norm.

```lean
/-- The squared norm is the sum of the exchange contributions of all permutations. -/
theorem exchange_expansion (φ : P → X → ℂ) :
    (slaterNormSq φ : ℂ) = ∑ σ, exchangeTerm (overlap φ) σ :=
  (slaterNormSq_eq_det φ).trans (Matrix.det_apply' _)
```

## (d) Single exchanges in separated pairs

For the overlap matrix $S$ of $N$ separated pairs, show that
$$F(S)=1-N|s|^2 .$$

The identity contributes the product of the diagonal entries, which is 1. If a transposition exchanges $p$ and $q$ from different pairs, its product contains $S_{qp}=0$ and vanishes. The transposition inside pair $i$ contributes
$$-S_{(1,i)(0,i)}\,S_{(0,i)(1,i)}=-\bar s\,s=-|s|^2,$$
since all other factors are diagonal. There are $N$ of these.

In the proof, `hone` gives the identity term, `hterm` the exchange inside a pair, and `hsum` removes exchanges between pairs. The injectivity statement `hinj` ensures that different pairs give different transpositions, so the count is $N$. The formula is algebraic and puts no restriction on $s$.

```lean
/-- For `N` separated pairs with overlap `s` the first-order truncation is `1 - N|s|²`. -/
theorem firstOrder_pairs (N : ℕ) (s : ℂ) :
    firstOrder (pairOverlap N s) = ((1 - N * ‖s‖ ^ 2 : ℝ) : ℂ) := by
  have hinj : Function.Injective (pairSwap (N := N)) := by
    intro i j h
    by_contra hij
    have h0 := Equiv.congr_fun h (0, i)
    simp only [pairSwap] at h0
    rw [Equiv.swap_apply_left, Equiv.swap_apply_of_ne_of_ne (by simp [hij]) (by simp)] at h0
    simp at h0
  have hd : ∀ p, pairOverlap N s p p = 1 := by
    rintro ⟨a, i⟩
    fin_cases a <;> simp [pairOverlap, blockDiagonal_apply]
  -- an exchange inside a pair costs two overlap factors and a sign
  have hterm : ∀ i, exchangeTerm (pairOverlap N s) (pairSwap i) = -(‖s‖ : ℂ) ^ 2 := by
    intro i
    have hne : ((0 : Fin 2), i) ≠ (1, i) := by simp
    have hj : ∀ j, pairOverlap N s (pairSwap i (0, j)) (0, j)
        * pairOverlap N s (pairSwap i (1, j)) (1, j) = if j = i then (‖s‖ : ℂ) ^ 2 else 1 := by
      intro j
      by_cases h : j = i
      · subst h
        simp [pairSwap, pairOverlap, blockDiagonal_apply, Complex.conj_mul']
      · have a : pairSwap i (0, j) = (0, j) :=
          Equiv.swap_apply_of_ne_of_ne (by simp [h]) (by simp)
        have b : pairSwap i (1, j) = (1, j) :=
          Equiv.swap_apply_of_ne_of_ne (by simp) (by simp [h])
        rw [a, b, if_neg h, hd, hd, one_mul]
    rw [exchangeTerm, Fintype.prod_prod_type_right]
    simp only [Fin.prod_univ_two, hj]
    rw [pairSwap, Equiv.Perm.sign_swap hne]
    simp
  -- exchanges between different pairs vanish
  have hsum : ∑ σ ∈ Finset.univ.offDiag.image
        (fun p : (Fin 2 × Fin N) × (Fin 2 × Fin N) => Equiv.swap p.1 p.2),
        exchangeTerm (pairOverlap N s) σ
      = ∑ σ ∈ Finset.univ.image pairSwap, exchangeTerm (pairOverlap N s) σ := by
    refine (Finset.sum_subset (fun σ hσ => ?_) fun σ hσ hn => ?_).symm
    · obtain ⟨i, _, rfl⟩ := Finset.mem_image.mp hσ
      exact Finset.mem_image.mpr ⟨((0, i), (1, i)), by simp, rfl⟩
    · obtain ⟨⟨p, q⟩, hm, rfl⟩ := Finset.mem_image.mp hσ
      have hpq : p ≠ q := (Finset.mem_offDiag.mp hm).2.2
      have h2 : q.2 ≠ p.2 := by
        intro h
        refine hn (Finset.mem_image.mpr ⟨p.2, Finset.mem_univ _, ?_⟩)
        clear hn hσ hm
        obtain ⟨a, i⟩ := p
        obtain ⟨b, j⟩ := q
        change j = i at h
        subst h
        fin_cases a <;> fin_cases b
        · exact absurd rfl hpq
        · rfl
        · exact Equiv.swap_comm _ _
        · exact absurd rfl hpq
      have hz : pairOverlap N s (Equiv.swap p q p) p = 0 := by
        rw [Equiv.swap_apply_left, pairOverlap, blockDiagonal_apply, if_neg h2]
      exact mul_eq_zero_of_right _ (Finset.prod_eq_zero (Finset.mem_univ p) hz)
  have hone : exchangeTerm (pairOverlap N s) 1 = 1 := by simp [exchangeTerm, hd]
  rw [firstOrder, hsum, Finset.sum_image hinj.injOn, hone]
  simp only [hterm, Finset.sum_const, Finset.card_univ, Fintype.card_fin, nsmul_eq_mul]
  push_cast
  ring
```

## (e) Where the truncated norm loses its sign

Let the orbitals have the overlaps of $N$ separated pairs, with $0<|s|<1$. Show that
$$\|\Psi\|^2=(1-|s|^2)^N>0,\qquad F(S)\le0\iff N\ge\frac1{|s|^2}.$$

The determinant of a block-diagonal matrix is the product of its block determinants. Each block gives $1-s\bar s=1-|s|^2$, so (b) yields the power. It is positive because $|s|<1$. By (d), $F(S)\le0$ means $1\le N|s|^2$, and division by $|s|^2>0$ gives the threshold.

For example, $|s|=0.1$ and $N=100$ give $F(S)=0$, while the exact squared norm is $0.99^{100}\approx0.37$. The missing nonzero terms are simultaneous exchanges in several pairs:
$$(1-|s|^2)^N=1-N|s|^2+\binom N2|s|^4-\cdots .$$
At fixed $s$, letting $N$ grow in the two formulas sends the exact value to 0 and the truncated one to $-\infty$, a limit that the theorem below does not state.

In `first_order_exchange_fails`, the hypothesis `hφ` says that the overlap matrix computed from `φ` equals `pairOverlap N s`. The hypotheses `h0` and `h1` are the bounds on $|s|$. If $|s|=1$ and $N\ge1$, the two orbitals of a pair are proportional and the determinant vanishes, so positivity then requires $|s|\ne1$.

The conclusion has four parts: the exact value, its positivity, the truncated value and the threshold. The real part `.re` appears because `firstOrder` is complex-valued; its value here is real. The fact `hN` carries out the block calculation, `firstOrder_pairs` supplies (d), and the last lines rearrange the inequality.

```lean
/-- For `N` separated pairs with `0 < |s| < 1` the squared norm is `(1 - |s|²)^N` and positive,
while the first-order truncation is `1 - N|s|²`, nonpositive exactly when `N ≥ 1/|s|²`. -/
theorem first_order_exchange_fails {N : ℕ} {s : ℂ} (φ : Fin 2 × Fin N → X → ℂ)
    (hφ : overlap φ = pairOverlap N s) (h0 : 0 < ‖s‖) (h1 : ‖s‖ < 1) :
    slaterNormSq φ = (1 - ‖s‖ ^ 2) ^ N ∧ 0 < slaterNormSq φ ∧
      firstOrder (overlap φ) = ((1 - N * ‖s‖ ^ 2 : ℝ) : ℂ) ∧
      ((firstOrder (overlap φ)).re ≤ 0 ↔ 1 / ‖s‖ ^ 2 ≤ N) := by
  have hN : slaterNormSq φ = (1 - ‖s‖ ^ 2) ^ N := by
    apply Complex.ofReal_injective
    rw [slaterNormSq_eq_det, hφ, pairOverlap, det_blockDiagonal]
    simp [det_fin_two_of, Complex.mul_conj']
  rw [hφ, firstOrder_pairs, Complex.ofReal_re, div_le_iff₀ (by positivity)]
  refine ⟨hN, ?_, rfl, ?_⟩
  · rw [hN]
    exact pow_pos (by nlinarith) N
  · constructor <;> intro h <;> linarith
```

## (f) Orbitals with the required overlaps

For every $N$ and every complex $s$ with $|s|\le1$, find orbitals $\varphi$ in a basis of $2N$ states such that
$$S_{(a,i)(b,j)}=\delta_{ij}\begin{pmatrix}1&s\\ \bar s&1\end{pmatrix}_{ab}.$$

Give each pair two basis states of its own, $e_{(0,i)}$ and $e_{(1,i)}$, and set
$$\varphi_{(0,i)}=e_{(0,i)},\qquad \varphi_{(1,i)}=s\,e_{(0,i)}+\sqrt{1-|s|^2}\;e_{(1,i)} .$$
The rows of `pairCoeff` hold these components for one pair.

```lean
/-- Two orbitals in a two-state basis: the first is a basis state, the second has components
`s` and `√(1 - |s|²)`; meant for `|s| ≤ 1`. -/
def pairCoeff (s : ℂ) : Matrix (Fin 2) (Fin 2) ℂ :=
  !![1, 0; s, ((√(1 - ‖s‖ ^ 2) : ℝ) : ℂ)]
```

The function `pairOrbitals` repeats them for all $N$ pairs.

```lean
/-- `N` copies of the two orbitals of `pairCoeff`, each on its own two basis states. -/
def pairOrbitals (N : ℕ) (s : ℂ) : Fin 2 × Fin N → Fin 2 × Fin N → ℂ :=
  fun p x => blockDiagonal (fun _ : Fin N => pairCoeff s) p x
```

Inside a pair, the first orbital has norm 1, and the second has squared norm $|s|^2+(1-|s|^2)=1$. Their overlap is $s$ in one order and $\bar s$ in the other. Orbitals of different pairs share no basis state, so their overlap is zero. The condition $|s|\le1$ makes the number under the root nonnegative.

In the proof, `key` verifies the four entries of one block, using `hr` for the square of the root. The case distinction `i = j` then separates overlaps within a pair from those between pairs. With $0<|s|<1$, these orbitals satisfy every hypothesis of (e) for each $N$, including those beyond the threshold.

```lean
/-- For `|s| ≤ 1` the orbitals `pairOrbitals N s` have the overlaps of `N` separated pairs. -/
theorem pairOrbitals_witness (N : ℕ) {s : ℂ} (hs : ‖s‖ ≤ 1) :
    overlap (pairOrbitals N s) = pairOverlap N s := by
  have hr : ((|√(1 - ‖s‖ ^ 2)| : ℝ) : ℂ) ^ 2 = 1 - (‖s‖ : ℂ) ^ 2 := by
    rw [← Complex.ofReal_pow, sq_abs, Real.sq_sqrt (by nlinarith [norm_nonneg s])]
    simp
  have key : ∀ a b, ∑ c, conj (pairCoeff s a c) * pairCoeff s b c
      = !![1, s; conj s, 1] a b := by
    intro a b
    fin_cases a <;> fin_cases b <;>
      simp [pairCoeff, Fin.sum_univ_two, Complex.conj_mul', hr]
  ext ⟨a, i⟩ ⟨b, j⟩
  change ∑ x, conj (pairOrbitals N s (a, i) x) * pairOrbitals N s (b, j) x = _
  simp only [Fintype.sum_prod_type_right, pairOrbitals, pairOverlap, blockDiagonal_apply]
  by_cases h : i = j
  · subst h
    rw [if_pos rfl, ← key a b, Finset.sum_eq_single i]
    · simp
    · intro k _ hk
      simp [Ne.symm hk]
    · simp
  · rw [if_neg h]
    refine Finset.sum_eq_zero fun k _ => Finset.sum_eq_zero fun c _ => ?_
    by_cases hk : i = k
    · subst hk
      simp [Ne.symm h]
    · simp [hk]

end

end NonorthogonalExchange
```

```lean
#print axioms NonorthogonalExchange.exchange_expansion
-- 'NonorthogonalExchange.exchange_expansion' depends on axioms: [propext, Classical.choice, Quot.sound]
#print axioms NonorthogonalExchange.first_order_exchange_fails
-- 'NonorthogonalExchange.first_order_exchange_fails' depends on axioms: [propext, Classical.choice, Quot.sound]
```
